# Four orthonormal two-qubit states that identify a Pauli outcome once its axis is named

Take the 2×2 matrix

M = 1/(2√2) · [[2, 1 − i], [1 + i, 0]]

and the two projectors of a spin measurement along z, P₊ = diag(1, 0) and P₋ = diag(0, 1). The trace of M P₊ is the upper diagonal entry, 1/√2. The trace of M P₋ is the lower one, which is zero. If these traces are proportional to probability amplitudes, an observer who finds the outcome belonging to M knows that the spin measurement did not give −1.

The same matrix also excludes −1 along x and along y. Together with three companions it forms a measurement that solves the mean king problem for one qubit. Alice prepares two qubits in a Bell state and hands the first to a king, who measures it along x, y or z and returns it. She then measures both qubits, and only afterwards does the king name his axis. She must state his result. In quantum mechanics this is an example of inferring a past outcome from a later measurement, here for a single qubit, three Pauli axes and ideal measurements.

## Matrices as two-qubit states

```lean
import Mathlib

open Matrix

namespace MeanKing

noncomputable section
```

The file loads Mathlib, Lean's mathematical library, and opens the matrix notation. In particular, `Xᴴ` is the conjugate transpose, X†.

```lean
/-- The three Pauli matrices, labelled by the axes x, y, z. -/
def pauli : Fin 3 → Matrix (Fin 2) (Fin 2) ℂ :=
  ![!![0, 1; 1, 0], !![0, -Complex.I; Complex.I, 0], !![1, 0; 0, -1]]
```

`Fin 3` is the type with elements 0, 1, 2, so `pauli` assigns a complex 2×2 matrix to each axis. Below, σ₀, σ₁, σ₂ are the Pauli matrices for x, y, z; σ₀ is not the identity.

```lean
/-- The four sign vectors that label Alice's outcomes. -/
def signs : Fin 4 → Fin 3 → ℝ :=
  ![![1, 1, 1], ![1, -1, -1], ![-1, 1, -1], ![-1, -1, 1]]
```

Alice's outcomes are numbered m = 0, 1, 2, 3. Outcome m carries a vector a = (a₀, a₁, a₂) of three signs, whose component a_k is `signs m k`. It will be her answer if the king names axis k.

```lean
/-- The matrix `1 + a·σ` of a real vector `a`. -/
def blochMatrix (a : Fin 3 → ℝ) : Matrix (Fin 2) (Fin 2) ℂ :=
  1 + ∑ k, (a k : ℂ) • pauli k
```

This is 1 + a·σ for any real vector a. The annotation `(a k : ℂ)` regards a real number as a complex one, and `•` is multiplication by a scalar. The sign vectors have length √3, so 1 + a·σ has a negative eigenvalue and is not a multiple of a density matrix. Its entries serve as amplitudes.

```lean
/-- The normalisation constant `1 / (2√2)`. -/
def amp : ℝ := 1 / (2 * √2)
```

The constant 1/(2√2) will give the four states unit norm.

```lean
/-- Alice's two-qubit vector `(1 + a·σ) / (2√2)`, written as a matrix of amplitudes. -/
def aliceState (a : Fin 3 → ℝ) : Matrix (Fin 2) (Fin 2) ℂ :=
  (amp : ℂ) • blochMatrix a
```

This defines M_a = (1 + a·σ)/(2√2). A matrix X stands for the two-qubit vector

|X⟩ = Σ_ij X_ij |i⟩|j⟩,

so the usual inner product is ⟨X|Y⟩ = tr(X†Y). The matrix in the opening is M_a for a = (1, 1, 1).

```lean
/-- The operator `(1 + s σ_k) / 2`, which for `s = ±1` is the king's projector for
outcome `s` on axis `k`. -/
def kingProj (k : Fin 3) (s : ℝ) : Matrix (Fin 2) (Fin 2) ℂ :=
  (1 / 2 : ℂ) • (1 + (s : ℂ) • pauli k)
```

The operator P_{k,s} = (1 + s σ_k)/2 projects onto the result s of a measurement along axis k when s = ±1. The definition accepts every real s, although other values do not describe a projector.

```lean
/-- The Bell state `(|00⟩ + |11⟩) / √2`, written as a matrix of amplitudes. -/
def bell : Matrix (Fin 2) (Fin 2) ℂ := ((1 / √2 : ℝ) : ℂ) • 1
```

The Bell state has amplitudes 1/√2 on |00⟩ and |11⟩, and its matrix is therefore the identity divided by √2.

```lean
/-- For `s = ±1`, the joint probability that the king, measuring axis `k` on the first qubit of the
Bell state, finds `s` and Alice then finds her outcome `m`. -/
def jointProb (m : Fin 4) (k : Fin 3) (s : ℝ) : ℝ :=
  ‖trace ((aliceState (signs m))ᴴ * (kingProj k s * bell))‖ ^ 2
```

An operator P on the first qubit changes the amplitudes X_ij to Σ_l P_il X_lj, which is left multiplication by P. Calling the Bell matrix B, the joint probability of the king's result s and Alice's result m is

p = |tr(M_a† P_{k,s} B)|².

The Born rule and the projection of the state by the king's measurement enter through this definition. There is no noise, and nothing else happens to either qubit between the measurements.

## Entries, traces and the normalisation

```lean
/-- The square of the normalisation constant is `1/8`. -/
lemma amp_mul_amp : (amp : ℂ) * (amp : ℂ) = 1 / 8 := by
  have h2 : √2 * √2 = (2 : ℝ) := Real.mul_self_sqrt (by norm_num)
  have h8 : 2 * √2 * (2 * √2) = (8 : ℝ) := by linear_combination 4 * h2
  have h : amp * amp = 1 / 8 := by
    rw [amp, div_mul_div_comm, h8]
    norm_num
  rw [← Complex.ofReal_mul, h]
  norm_num
```

The lemma states that the constant squares to 1/8. The proof works with real numbers, starting from √2·√2 = 2, and transfers the result to the complex numbers at the end.

```lean
/-- The entries of `1 + a·σ`. -/
lemma blochMatrix_eq (a : Fin 3 → ℝ) :
    blochMatrix a = !![1 + (a 2 : ℂ), a 0 - a 1 * Complex.I;
      a 0 + a 1 * Complex.I, 1 - (a 2 : ℂ)] := by
  ext i j
  fin_cases i <;> fin_cases j <;>
    simp [blochMatrix, pauli, Fin.sum_univ_three] <;> ring
```

Written out,

1 + a·σ = [[1 + a₂, a₀ − i a₁], [a₀ + i a₁, 1 − a₂]].

`ext i j` reduces equality of matrices to equality of entries, and `fin_cases` goes through the possible indices. The symbol `<;>` applies the next tactic to every resulting case.

```lean
/-- The trace of `(1 + a·σ) X` in terms of the entries of `X`. -/
lemma trace_blochMatrix_mul (a : Fin 3 → ℝ) (X : Matrix (Fin 2) (Fin 2) ℂ) :
    trace (blochMatrix a * X) = (1 + (a 2 : ℂ)) * X 0 0 + (a 0 - a 1 * Complex.I) * X 1 0
      + (a 0 + a 1 * Complex.I) * X 0 1 + (1 - (a 2 : ℂ)) * X 1 1 := by
  rw [Matrix.trace_fin_two, Matrix.mul_apply, Matrix.mul_apply, Fin.sum_univ_two,
    Fin.sum_univ_two, blochMatrix_eq]
  simp
  ring
```

This expands tr((1 + a·σ)X) in the four entries of X. The later trace calculations with a general X or with the king's operator start from it.

```lean
/-- Alice's amplitude matrices are Hermitian. -/
lemma aliceState_conjTranspose (a : Fin 3 → ℝ) : (aliceState a)ᴴ = aliceState a := by
  have h : (blochMatrix a)ᴴ = blochMatrix a := by
    rw [blochMatrix_eq]
    ext i j
    fin_cases i <;> fin_cases j <;> simp [Matrix.conjTranspose_apply]
    ring
  rw [aliceState, Matrix.conjTranspose_smul, h, Complex.star_def, Complex.conj_ofReal]
```

Since a is real and the Pauli matrices are Hermitian, M_a† = M_a. The dagger in each inner product can then be removed.

## An orthonormal basis

```lean
/-- For any real vectors `a` and `b`, the inner product of the corresponding two-qubit
vectors is `(1 + a·b) / 4`. -/
theorem alice_overlap (a b : Fin 3 → ℝ) :
    trace ((aliceState a)ᴴ * aliceState b) = (1 + ∑ k, (a k : ℂ) * b k) / 4 := by
  have h : trace (blochMatrix a * blochMatrix b) = 2 * (1 + ∑ k, (a k : ℂ) * b k) := by
    rw [blochMatrix_eq a, blochMatrix_eq b, Matrix.mul_fin_two, Matrix.trace_fin_two_of,
      Fin.sum_univ_three]
    linear_combination (-2 * (a 1 : ℂ) * b 1) * Complex.I_sq
  rw [aliceState_conjTranspose]
  simp only [aliceState]
  rw [smul_mul_smul_comm, Matrix.trace_smul, smul_eq_mul, amp_mul_amp, h]
  ring
```

By hand, the product rule for Pauli matrices gives

(a·σ)(b·σ) = a·b + i (a × b)·σ.

The Pauli matrices are traceless and the identity has trace 2, so

tr((1 + a·σ)(1 + b·σ)) = 2(1 + a·b).

Multiplication by 1/8 yields

tr(M_a† M_b) = (1 + a·b)/4

for all real vectors a and b. The Lean proof multiplies the explicit matrices instead.

The proof turns on `linear_combination`. The tactic `ring` handles commutative algebra but treats the imaginary unit `Complex.I` as an unknown letter, and so does not use i² = −1. After the matrices are multiplied, the left side minus the right side of the claim is

−2a₁b₁ i² − 2a₁b₁ = (−2a₁b₁)(i² − (−1)).

The line `linear_combination (-2 * (a 1 : ℂ) * b 1) * Complex.I_sq` supplies exactly this multiple of the equation i² = −1. Lean subtracts it and checks that what remains is an identity of ordinary algebra. The person writing the proof finds the coefficient, and Lean verifies it.

```lean
/-- Alice's four vectors are orthonormal in the trace inner product. -/
theorem alice_orthonormal (m n : Fin 4) :
    trace ((aliceState (signs m))ᴴ * aliceState (signs n)) = if m = n then 1 else 0 := by
  rw [alice_overlap]
  fin_cases m <;> fin_cases n <;> simp [signs, Fin.sum_univ_three] <;> norm_num
```

The `if` expression is the Kronecker delta. For equal sign vectors a·a = 3, and the overlap is (1 + 3)/4 = 1. Two different sign vectors agree in one component and differ in two, so a·b = −1 and the overlap is 0. Lean checks all sixteen pairs.

```lean
/-- Every two-qubit vector is the sum of its components along Alice's four vectors. -/
theorem alice_complete (X : Matrix (Fin 2) (Fin 2) ℂ) :
    X = ∑ m, trace ((aliceState (signs m))ᴴ * X) • aliceState (signs m) := by
  -- collect the two normalisation constants of each term into 1/8
  have step : ∀ a : Fin 3 → ℝ, trace ((aliceState a)ᴴ * X) • aliceState a
      = (1 / 8 : ℂ) • (trace (blochMatrix a * X) • blochMatrix a) := by
    intro a
    rw [aliceState_conjTranspose]
    simp only [aliceState, Matrix.smul_mul, Matrix.trace_smul, smul_eq_mul, smul_smul]
    rw [← amp_mul_amp]
    congr 1
    ring
  simp only [step, Fin.sum_univ_four, trace_blochMatrix_mul]
  simp only [blochMatrix_eq]
  -- compare the four amplitudes
  ext i j
  fin_cases i <;> fin_cases j <;>
    simp [signs] <;>
    first
      | ring1
      | linear_combination ((X 0 1 - X 1 0) / 2) * Complex.I_sq
      | linear_combination ((X 1 0 - X 0 1) / 2) * Complex.I_sq
```

Every two-qubit vector X is the sum of its components along the four states. The four outcomes therefore make up a complete measurement, with no fifth result for which Alice would have no answer.

By hand, write X = c·1 + v·σ with complex c and v. Then

tr((1 + a·σ)X) = 2(c + a·v),

and the sum over Alice's states becomes

(1/4) Σ_a (c + a·v)(1 + a·σ).

The sign vectors satisfy

Σ_a a_k = 0,  Σ_a a_k a_l = 4 δ_kl.

The terms linear in a cancel, and the others give c·1 + v·σ = X.

In Lean, `step` collects the two normalisation constants of each term into 1/8, and the two sides are then compared entry by entry. The tactic `first` tries its alternatives in order: plain algebra, or algebra together with a multiple of i² = −1, which the off-diagonal entries need.

## The outcome that each state excludes

```lean
/-- The overlap of Alice's matrix with the king's operator is `(1 + s a_k) / (2√2)`. -/
theorem king_overlap (a : Fin 3 → ℝ) (k : Fin 3) (s : ℝ) :
    trace (aliceState a * kingProj k s) = ((amp * (1 + s * a k) : ℝ) : ℂ) := by
  have h : trace (blochMatrix a * kingProj k s) = 1 + (s : ℂ) * a k := by
    rw [trace_blochMatrix_mul]
    fin_cases k <;>
      simp [kingProj, pauli] <;>
      first
        | ring1
        | linear_combination (-(s : ℂ) * a 1) * Complex.I_sq
  rw [aliceState, Matrix.smul_mul, Matrix.trace_smul, smul_eq_mul, h]
  push_cast
  ring
```

Only the identity and the component of a·σ along σ_k contribute to the trace:

tr((1 + a·σ)(1 + s σ_k)/2) = (2 + 2 s a_k)/2 = 1 + s a_k.

With the normalisation,

tr(M_a P_{k,s}) = (1 + s a_k)/(2√2).

This holds for any real a and s. Lean treats the three axes separately, and i² = −1 is needed for the y axis.

```lean
/-- Every component of the four sign vectors is `1` or `-1`. -/
lemma signs_eq (m : Fin 4) (k : Fin 3) : signs m k = 1 ∨ signs m k = -1 := by
  fin_cases m <;> fin_cases k <;> simp [signs]
```

A check of all twelve components confirms that each is 1 or −1.

```lean
/-- For each of the four sign vectors `a` and every real `s`, the overlap of Alice's matrix `M_a =
(1 + a·σ) / (2√2)` with `(1 + s σ_k) / 2` vanishes exactly when `s = -a_k`. -/
theorem king_exclusion (m : Fin 4) (k : Fin 3) (s : ℝ) :
    trace (aliceState (signs m) * kingProj k s) = 0 ↔ s = -signs m k := by
  have hc : amp ≠ 0 := by
    unfold amp
    positivity
  rw [king_overlap, Complex.ofReal_eq_zero, mul_eq_zero, or_iff_right hc]
  rcases signs_eq m k with h | h <;> rw [h] <;> constructor <;> intro hs <;> linarith
```

The symbol `↔` means "if and only if". Since 1/(2√2) is not zero, the overlap vanishes exactly when 1 + s a_k = 0. As a_k is a sign, this is the same as s = −a_k. The theorem holds for every real s, and so for the king's results ±1. In the proof, `hc` records that the constant is nonzero, `rcases` separates the two possible signs, and `linarith` solves the remaining linear equations.

For a = (1, 1, 1) the excluded result is −1 on each axis, as in the opening. For a = (1, −1, −1) it is −1 along x and +1 along y and z.

## Alice's answer

```lean
/-- Mean king problem for one qubit: the king's outcome `s` on axis `k` and Alice's outcome
`a` occur together with probability `1/4` if `s = a_k`, and never otherwise. -/
theorem mean_king (m : Fin 4) (k : Fin 3) (s : ℝ) (hs : s = 1 ∨ s = -1) :
    jointProb m k s = if s = signs m k then 1 / 4 else 0 := by
  have h2 : √2 ^ 2 = (2 : ℝ) := Real.sq_sqrt (by norm_num)
  -- the Bell state contributes a factor 1/√2 to the amplitude
  have key : jointProb m k s = (1 + s * signs m k) ^ 2 / 16 := by
    rw [jointProb, aliceState_conjTranspose, bell, Matrix.mul_smul, Matrix.mul_one,
      Matrix.mul_smul, Matrix.trace_smul, smul_eq_mul, king_overlap, ← Complex.ofReal_mul,
      Complex.norm_real, Real.norm_eq_abs, sq_abs, amp, mul_pow, mul_pow, div_pow, div_pow,
      mul_pow, h2]
    ring
  rw [key]
  rcases hs with rfl | rfl <;> rcases signs_eq m k with h | h <;> rw [h] <;> norm_num

end

end MeanKing
```

The hypothesis `hs` restricts s to the two results that the king can obtain. The Bell state multiplies the previous overlap by 1/√2, so the amplitude is

(1/√2) · (1 + s a_k)/(2√2) = (1 + s a_k)/4,

and the joint probability is

p = (1 + s a_k)²/16.

If s = a_k, this is 4/16 = 1/4. If s = −a_k, it is 0. The step `key` derives the formula for p, and the last line inserts the possible signs.

Alice's rule follows from the zeros. Having found outcome m, she waits for the king to name k and answers `signs m k`, because the opposite result never occurs together with m. On each axis two of her outcomes are compatible with s = +1 and two with s = −1, each with probability 1/4, so the probabilities add up to 1.

## The same states as vectors with four components

The two-qubit states could also have been modelled as vectors in `EuclideanSpace ℂ (Fin 2 × Fin 2)`, with the king's operator written as the Kronecker product P_{k,s} ⊗ 1. The tensor product would then be visible in the statement, and the four states could be packaged as one of Mathlib's orthonormal bases. In return, the traces would become sums over pairs of indices. With amplitude matrices the calculation stays at size 2×2, and the reader has to accept that left multiplication represents an action on the first qubit.

```lean
#print axioms MeanKing.alice_orthonormal
-- 'MeanKing.alice_orthonormal' depends on axioms: [propext, Classical.choice, Quot.sound]
#print axioms MeanKing.alice_complete
-- 'MeanKing.alice_complete' depends on axioms: [propext, Classical.choice, Quot.sound]
#print axioms MeanKing.king_exclusion
-- 'MeanKing.king_exclusion' depends on axioms: [propext, Classical.choice, Quot.sound]
#print axioms MeanKing.mean_king
-- 'MeanKing.mean_king' depends on axioms: [propext, Classical.choice, Quot.sound]
```
